# Integer vorticities on a periodic square lattice sum to the total flux over $2\pi$

A lattice model of a superconductor in a magnetic field has an order-parameter phase $\theta_x$ at each lattice site $x$, a link angle $A_{xy}$ (the line integral of the vector potential times $2\pi/\Phi_0$, with $\Phi_0$ the flux quantum) and a flux $b_p$ through each plaquette $p$, with $b_p=2\pi$ for one flux quantum. The question is how many vortices, counted with sign, a given flux imposes.

In Lean 4 with Mathlib:

```lean
import Mathlib

open Real

namespace LatticeVorticity

noncomputable section

/-- For positive `Lx` and `Ly`, the sites of a periodic square lattice with `Lx` by `Ly` sites. A
plaquette is labelled by its lower left corner. -/
abbrev Site (Lx Ly : ℕ) := ZMod Lx × ZMod Ly
```

For $L_x>0$, `ZMod Lx` is the integers modulo $L_x$, so stepping off one edge re-enters at the other. `ZMod 0` is the integers themselves, an unbounded direction; the theorems that sum over the lattice exclude it.

```lean
variable {Lx Ly : ℕ}

/-- The unit lattice step in direction `0` (horizontal) or `1` (vertical). -/
def step (μ : Fin 2) : Site Lx Ly := if μ = 0 then (1, 0) else (0, 1)
```

Write $e_0,e_1$ for `step 0` and `step 1`. The index `μ : Fin 2` takes the values 0 and 1.

```lean
/-- The angle `x` shifted by a multiple of `2π` into the interval `(-π, π]`. -/
def reduce (x : ℝ) : ℝ := x - 2 * π * (⌈(x - π) / (2 * π)⌉ : ℝ)
```

This is the reduction to $(-\pi,\pi]$, written $[x]$ below; `⌈ ⌉` rounds up to an integer.

```lean
/-- The counterclockwise sum of a link field `F` around the plaquette `p`; links traversed
against their positive direction count with a minus sign. -/
def circulation (F : Fin 2 → Site Lx Ly → ℝ) (p : Site Lx Ly) : ℝ :=
  F 0 p + F 1 (p + step 0) - F 0 (p + step 1) - F 1 p
```

A link field $F_\mu(q)$ lives on the link from $q$ to $q+e_\mu$. Its circulation is
$$(\operatorname{circ}F)(p)=F_0(p)+F_1(p+e_0)-F_0(p+e_1)-F_1(p).$$

```lean
/-- The fluxes `b` belong to the link angles `A`: on each plaquette `exp(i b)` is the oriented
product of the link phases `exp(i A)`. -/
def IsFlux (A : Fin 2 → Site Lx Ly → ℝ) (b : Site Lx Ly → ℝ) : Prop :=
  ∀ p, Complex.exp (b p * Complex.I) =
    Complex.exp (A 0 p * Complex.I) * Complex.exp (A 1 (p + step 0) * Complex.I) *
      (Complex.exp (A 0 (p + step 1) * Complex.I))⁻¹ * (Complex.exp (A 1 p * Complex.I))⁻¹
```

This hypothesis ties flux to vector potential, as Stokes' theorem does, but only modulo $2\pi$. Exact equality on every plaquette would force the total flux to vanish, by `sum_circulation` below. With nonzero total flux the vector potential is not periodic, and the angle of a link that crosses the edge is the line integral corrected by the gauge change that matches the two sides. Adding $2\pi$ to one $b_p$ preserves the hypothesis and raises that plaquette's vorticity by one, so the integers refer to a chosen $b$.

```lean
/-- The gauge-invariant phase difference along the link leaving `p` in direction `μ`,
reduced to `(-π, π]`. -/
def slip (A : Fin 2 → Site Lx Ly → ℝ) (θ : Site Lx Ly → ℝ) (μ : Fin 2) (p : Site Lx Ly) : ℝ :=
  reduce (θ (p + step μ) - θ p - A μ p)
```

`slip` is the gauge-invariant phase difference $s_\mu(q)=[\theta(q+e_\mu)-\theta(q)-A_\mu(q)]$, not a phase-slip event in time.

```lean
/-- The vorticity of a plaquette: circulation of the reduced phase differences plus the flux,
in units of `2π`. -/
def vorticity (A : Fin 2 → Site Lx Ly → ℝ) (b θ : Site Lx Ly → ℝ) (p : Site Lx Ly) : ℝ :=
  (circulation (slip A θ) p + b p) / (2 * π)
```

The vorticity is $v_p=\big((\operatorname{circ}s)(p)+b_p\big)/2\pi$. It is defined as a real number; that it is an integer has to be proved.

## Reducing an angle

```lean
/-- A reduced angle lies in `(-π, π]`. -/
theorem reduce_mem (x : ℝ) : -π < reduce x ∧ reduce x ≤ π := by
  have h1 := Int.le_ceil ((x - π) / (2 * π))
  have h2 := Int.ceil_lt_add_one ((x - π) / (2 * π))
  rw [div_le_iff₀ two_pi_pos] at h1
  rw [← sub_lt_iff_lt_add, lt_div_iff₀ two_pi_pos] at h2
  unfold reduce
  constructor <;> linarith
```

With $c=\lceil (x-\pi)/2\pi\rceil$, rounding up gives $x-\pi\le 2\pi c<x+\pi$, hence $-\pi<x-2\pi c\le\pi$. `linarith` does this rearrangement.

```lean
/-- An angle in `(-π, π]` that differs from `x` by a multiple of `2π` is the reduced value
of `x`. -/
theorem reduce_unique {x r : ℝ} (k : ℤ) (h1 : -π < r) (h2 : r ≤ π)
    (hx : x = r + 2 * π * (k : ℝ)) : reduce x = r := by
  have hc : ⌈(x - π) / (2 * π)⌉ = k := by
    rw [Int.ceil_eq_iff, lt_div_iff₀ two_pi_pos, div_le_iff₀ two_pi_pos]
    constructor <;> linarith
  unfold reduce
  rw [hc]
  linarith
```

If $x=r+2\pi k$ with $r\in(-\pi,\pi]$, then $(x-\pi)/2\pi=k+(r-\pi)/2\pi$. The last term lies in $(-1,0]$, so the ceiling is $k$ and $[x]=r$.

```lean
/-- Negating an angle negates its reduced value exactly when that value is not `π`. -/
theorem reduce_neg_iff (x : ℝ) : reduce (-x) = -reduce x ↔ reduce x ≠ π := by
  constructor
  · intro h hp
    have := (reduce_mem (-x)).1
    rw [h, hp] at this
    exact lt_irrefl _ this
  · intro hp
    have hlt := lt_of_le_of_ne (reduce_mem x).2 hp
    have hgt := (reduce_mem x).1
    refine reduce_unique (-⌈(x - π) / (2 * π)⌉) (by linarith) (by linarith) ?_
    unfold reduce
    push_cast
    ring
```

If $[x]=\pi$, then $-[x]=-\pi$ is not an allowed value. Otherwise $-[x]$ lies in $(-\pi,\pi)$ and differs from $-x$ by a multiple of $2\pi$, so uniqueness gives $[-x]=-[x]$. Reversing a link negates its phase difference, so each link is reduced once, in its positive direction, and then given a sign. Its two contributions to the sum over plaquettes then cancel even when the reduced value is $\pi$.

## Counting the vortices

```lean
/-- On the periodic lattice the plaquette circulations of any link field sum to zero. -/
theorem sum_circulation [NeZero Lx] [NeZero Ly] (F : Fin 2 → Site Lx Ly → ℝ) :
    ∑ p, circulation F p = 0 := by
  -- a lattice translation only permutes the sites
  have h : ∀ (f : Site Lx Ly → ℝ) (s : Site Lx Ly), ∑ p, f (p + s) = ∑ p, f p :=
    fun f s => Equiv.sum_comp (Equiv.addRight s) f
  simp only [circulation, Finset.sum_sub_distrib, Finset.sum_add_distrib]
  rw [h (F 1), h (F 0)]
  ring
```

Translating the lattice only relabels the terms of a sum over all sites. Hence $\sum_pF_1(p+e_0)=\sum_pF_1(p)$ and $\sum_pF_0(p+e_1)=\sum_pF_0(p)$, and the four sums cancel. `NeZero` makes both side lengths positive; length 1 is allowed.

```lean
/-- If the fluxes belong to the link phases, the vorticity of every plaquette is an integer. -/
theorem vorticity_integer {A : Fin 2 → Site Lx Ly → ℝ} {b : Site Lx Ly → ℝ}
    (hb : IsFlux A b) (θ : Site Lx Ly → ℝ) (p : Site Lx Ly) :
    ∃ n : ℤ, vorticity A b θ p = n := by
  -- the flux equals the circulation of `A` up to a multiple of `2π`
  obtain ⟨m, hm⟩ : ∃ m : ℤ, b p = circulation A p + 2 * π * (m : ℝ) := by
    have h := hb p
    rw [← Complex.exp_neg, ← Complex.exp_neg, ← Complex.exp_add, ← Complex.exp_add,
      ← Complex.exp_add, Complex.exp_eq_exp_iff_exists_int] at h
    obtain ⟨m, hm⟩ := h
    refine ⟨m, Complex.ofReal_injective ?_⟩
    apply mul_right_cancel₀ Complex.I_ne_zero
    simp only [circulation]
    push_cast
    linear_combination hm
  -- each reduction removes a multiple of `2π`
  have hs : ∀ μ q, ∃ k : ℤ,
      θ (q + step μ) - θ q - A μ q = slip A θ μ q + 2 * π * (k : ℝ) := by
    intro μ q
    refine ⟨⌈(θ (q + step μ) - θ q - A μ q - π) / (2 * π)⌉, ?_⟩
    unfold slip reduce
    ring
  obtain ⟨k1, h1⟩ := hs 0 p
  obtain ⟨k2, h2⟩ := hs 1 (p + step 0)
  obtain ⟨k3, h3⟩ := hs 0 (p + step 1)
  obtain ⟨k4, h4⟩ := hs 1 p
  rw [add_right_comm p (step 1) (step 0)] at h3
  refine ⟨m - k1 - k2 + k3 + k4, ?_⟩
  unfold vorticity
  rw [div_eq_iff two_pi_pos.ne']
  simp only [circulation] at hm ⊢
  push_cast
  -- the site phases telescope around the plaquette
  linear_combination hm - h1 - h2 + h3 + h4
```

Equal exponentials have exponents differing by $2\pi i$ times an integer, so $b_p=(\operatorname{circ}A)(p)+2\pi m$. Each reduction removes a multiple of $2\pi$:
$$s_\mu(q)=\theta(q+e_\mu)-\theta(q)-A_\mu(q)-2\pi k_\mu(q).$$
Call the integers on the four links, in the order of the circulation, $k_1,\dots,k_4$. Around the plaquette every $\theta$ appears once with each sign and cancels, leaving
$$(\operatorname{circ}s)(p)=-(\operatorname{circ}A)(p)-2\pi(k_1+k_2-k_3-k_4).$$
Adding $b_p$ cancels $\operatorname{circ}A$, so $v_p=m-k_1-k_2+k_3+k_4$. The final `linear_combination` performs this addition.

```lean
/-- If the fluxes belong to the link phases, then for every phase field the plaquette
vorticities are integers, and they sum to the total flux divided by `2π`. -/
theorem total_vorticity [NeZero Lx] [NeZero Ly] {A : Fin 2 → Site Lx Ly → ℝ}
    {b : Site Lx Ly → ℝ} (hb : IsFlux A b) (θ : Site Lx Ly → ℝ) :
    ∃ n : Site Lx Ly → ℤ, (∀ p, vorticity A b θ p = n p) ∧
      ∑ p, (n p : ℝ) = (∑ p, b p) / (2 * π) := by
  choose n hn using vorticity_integer hb θ
  refine ⟨n, hn, ?_⟩
  simp only [← hn, vorticity]
  rw [← Finset.sum_div, Finset.sum_add_distrib, sum_circulation, zero_add]
```

This is the main result. `choose` collects the integers into a function $n_p$, and the vanishing sum of circulations gives
$$\sum_p n_p=\frac{1}{2\pi}\sum_p\big((\operatorname{circ}s)(p)+b_p\big)=\frac{1}{2\pi}\sum_p b_p .$$
In a simulation on a finite, periodic two-dimensional lattice, the net vortex number is therefore set by the flux, whatever the starting phases. Identifying these integers with vortices of a continuous order parameter further requires a lattice fine enough to resolve the phase between neighbouring sites.

## Consequences and an example

```lean
/-- If the fluxes belong to the link phases and the total flux is nonzero, every phase field has
a plaquette whose vorticity is at least one in magnitude. -/
theorem exists_vortex [NeZero Lx] [NeZero Ly] {A : Fin 2 → Site Lx Ly → ℝ}
    {b : Site Lx Ly → ℝ} (hb : IsFlux A b) (hB : ∑ p, b p ≠ 0) (θ : Site Lx Ly → ℝ) :
    ∃ p, 1 ≤ |vorticity A b θ p| := by
  obtain ⟨n, hn, hs⟩ := total_vorticity hb θ
  by_contra h
  have hz : ∀ p, n p = 0 := by
    intro p
    have h1 : |vorticity A b θ p| < 1 := lt_of_not_ge fun hp => h ⟨p, hp⟩
    rw [hn p] at h1
    have h2 : |n p| < 1 := by exact_mod_cast h1
    exact Int.abs_lt_one_iff.mp h2
  have h0 : (∑ p, b p) / (2 * π) = 0 := by
    rw [← hs]
    simp [hz]
  exact hB ((div_eq_zero_iff.mp h0).resolve_right two_pi_pos.ne')
```

If every $|v_p|$ were below one, every integer $n_p$ would be zero, and so would the total flux.

```lean
/-- The vorticity of a plaquette differs from its flux in units of `2π` by less than two. -/
theorem vorticity_near_flux (A : Fin 2 → Site Lx Ly → ℝ) (b θ : Site Lx Ly → ℝ)
    (p : Site Lx Ly) : |vorticity A b θ p - b p / (2 * π)| < 2 := by
  have h : vorticity A b θ p - b p / (2 * π) = circulation (slip A θ) p / (2 * π) := by
    unfold vorticity
    ring
  have hs : ∀ μ q, -π < slip A θ μ q ∧ slip A θ μ q ≤ π := fun μ q => reduce_mem _
  have h1 := hs 0 p
  have h2 := hs 1 (p + step 0)
  have h3 := hs 0 (p + step 1)
  have h4 := hs 1 p
  rw [h, abs_lt, lt_div_iff₀ two_pi_pos, div_lt_iff₀ two_pi_pos]
  unfold circulation
  constructor <;> linarith [h1.1, h1.2, h2.1, h2.2, h3.1, h3.2, h4.1, h4.2]
```

The difference is $(\operatorname{circ}s)(p)/2\pi$. Its four terms have magnitude at most $\pi$, and the open end of the interval keeps the sum strictly between $-4\pi$ and $4\pi$. `IsFlux` is not needed here.

```lean
/-- A gauge transformation `χ`, acting on site phases and link angles together, leaves every
plaquette vorticity unchanged. -/
theorem vorticity_gauge (A : Fin 2 → Site Lx Ly → ℝ) (b θ χ : Site Lx Ly → ℝ)
    (p : Site Lx Ly) :
    vorticity (fun μ q => A μ q + χ (q + step μ) - χ q) b (fun q => θ q + χ q) p =
      vorticity A b θ p := by
  have h : slip (fun μ q => A μ q + χ (q + step μ) - χ q) (fun q => θ q + χ q) =
      slip A θ := by
    funext μ q
    unfold slip
    congr 1
    ring
  unfold vorticity
  rw [h]
```

Under $\theta\to\theta+\chi$ and $A_\mu(q)\to A_\mu(q)+\chi(q+e_\mu)-\chi(q)$, with $b$ fixed, $\chi$ cancels in each difference before reduction.

```lean
/-- Phases on the 2 by 2 lattice that advance by `π/2` from corner to corner,
counterclockwise around the plaquette at the origin. -/
def quarterTurn (p : Site 2 2) : ℝ :=
  if p.1 = 0 then (if p.2 = 0 then 0 else 3 * π / 2) else (if p.2 = 0 then π / 2 else π)
```

Counterclockwise from the origin, the corners carry $0,\ \pi/2,\ \pi,\ 3\pi/2$.

```lean
/-- On the 2 by 2 lattice, zero fluxes belong to zero link angles, and with both zero the
quarter-turn phases have vorticity one on the plaquette at the origin. -/
theorem quarterTurn_witness :
    IsFlux (0 : Fin 2 → Site 2 2 → ℝ) 0 ∧ vorticity 0 0 quarterTurn 0 = 1 := by
  refine ⟨fun p => by simp, ?_⟩
  have hp := Real.pi_pos
  have h1 : (1 : ZMod 2) ≠ 0 := by decide
  have a : quarterTurn 0 = 0 := by simp [quarterTurn]
  have b : quarterTurn (0 + step 0) = π / 2 := by simp [quarterTurn, step, h1]
  have c : quarterTurn (0 + step 0 + step 1) = π := by simp [quarterTurn, step, h1]
  have d : quarterTurn (0 + step 1) = 3 * π / 2 := by simp [quarterTurn, step, h1]
  have s1 : slip 0 quarterTurn 0 0 = π / 2 := by
    unfold slip
    rw [b, a]
    exact reduce_unique 0 (by linarith) (by linarith) (by simp)
  have s2 : slip 0 quarterTurn 1 (0 + step 0) = π / 2 := by
    unfold slip
    rw [c, b]
    refine reduce_unique 0 (by linarith) (by linarith) ?_
    simp only [Pi.zero_apply, Int.cast_zero]
    ring
  have s3 : slip 0 quarterTurn 0 (0 + step 1) = -(π / 2) := by
    unfold slip
    rw [add_right_comm 0 (step 1) (step 0), c, d]
    refine reduce_unique 0 (by linarith) (by linarith) ?_
    simp only [Pi.zero_apply, Int.cast_zero]
    ring
  -- the last link is the one where the reduction removes a full turn
  have s4 : slip 0 quarterTurn 1 0 = -(π / 2) := by
    unfold slip
    rw [d, a]
    refine reduce_unique 1 (by linarith) (by linarith) ?_
    simp only [Pi.zero_apply, Int.cast_one]
    ring
  unfold vorticity circulation
  rw [s1, s2, s3, s4, div_eq_iff two_pi_pos.ne']
  simp only [Pi.zero_apply]
  ring

end

end LatticeVorticity
```

In the order of the circulation, the link values are $\pi/2,\ \pi/2,\ -\pi/2$ and $[3\pi/2]=-\pi/2$. With the signs, $\pi/2+\pi/2+\pi/2+\pi/2=2\pi$, so $v_0=1$ at zero flux. By the main result, the other three plaquettes together carry $-1$.

```lean
#print axioms LatticeVorticity.total_vorticity
-- 'LatticeVorticity.total_vorticity' depends on axioms: [propext, Classical.choice, Quot.sound]
#print axioms LatticeVorticity.exists_vortex
-- 'LatticeVorticity.exists_vortex' depends on axioms: [propext, Classical.choice, Quot.sound]
#print axioms LatticeVorticity.vorticity_near_flux
-- 'LatticeVorticity.vorticity_near_flux' depends on axioms: [propext, Classical.choice, Quot.sound]
#print axioms LatticeVorticity.vorticity_gauge
-- 'LatticeVorticity.vorticity_gauge' depends on axioms: [propext, Classical.choice, Quot.sound]
```
